# First-order condition for Edmiston–Ruedenberg localised orbitals

The occupied orbitals of a closed-shell Hartree–Fock determinant can be rotated among themselves without changing the energy. The energy therefore does not say whether to describe the molecule by delocalised orbitals or by bonds and lone pairs. Edmiston–Ruedenberg localisation settles the choice by making the repulsion of each orbital's charge density with itself, summed over the orbitals, as large as possible. How can one tell from the two-electron integrals that a small rotation no longer changes this sum to first order?

## Orbitals, integrals and rotations

The orbitals are real and labelled by a finite type `n`.

```lean
import Mathlib

open Matrix

namespace EdmistonRuedenberg

noncomputable section

variable {n : Type*} [Fintype n] [DecidableEq n]
```

Write $g_{ijkl}=(ij|kl)$ for the two-electron integrals, with the charge densities $ij$ and $kl$ on either side of the bar. Real orbitals give them three generating symmetries, which are all that is assumed about $g$. Neither positivity nor an origin in actual Coulomb integrals is required.

```lean
/-- The eightfold permutational symmetry of two-electron integrals `g i j k l = (ij|kl)` over
real orbitals. -/
structure EightfoldSymmetric {n : Type*} (g : n → n → n → n → ℝ) : Prop where
  swap_left : ∀ i j k l, g i j k l = g j i k l
  swap_right : ∀ i j k l, g i j k l = g i j l k
  swap_pairs : ∀ i j k l, g i j k l = g k l i j
```

The columns of a real matrix $U$ hold the new orbitals, $\phi'_p=\sum_a U_{ap}\phi_a$, so the integrals become

$$g'_{pqrs}=\sum_{abcd}U_{ap}U_{bq}U_{cr}U_{ds}\,g_{abcd}.$$

```lean
/-- The four-index transformation of the integrals to the orbitals given by the columns
of `U`. -/
def transform (g : n → n → n → n → ℝ) (U : Matrix n n ℝ) : n → n → n → n → ℝ :=
  fun p q r s => ∑ a, ∑ b, ∑ c, ∑ d, U a p * U b q * U c r * U d s * g a b c d
```

The self-repulsion sum is $S(g)=\sum_i g_{iiii}$.

```lean
/-- The Edmiston-Ruedenberg functional: the sum of the orbital self-repulsions `(ii|ii)`. -/
def selfRepulsion (g : n → n → n → n → ℝ) : ℝ := ∑ i, g i i i i
```

One combination of integrals gets its own symbol, $G_{ai}=g_{aiii}-g_{iaaa}$.

```lean
/-- The antisymmetric matrix of differences `(ai|ii) - (ia|aa)`. -/
def erGradient (g : n → n → n → n → ℝ) : Matrix n n ℝ :=
  Matrix.of fun a i => g a i i i - g i a a a
```

The orbitals are varied along $U(t)=\exp(tK)$ with a real matrix $K$. This is a rotation when $K$ is antisymmetric, $K^T=-K$, which is imposed only where it is needed. In Lean, `HasDerivAt f f' x` says that `f` is differentiable at `x` with derivative `f'`.

## (a) Initial velocity of the transformation

Show that each entry of $U(t)$ satisfies
$$\left.\frac{d}{dt}U_{ai}(t)\right|_{t=0}=K_{ai}.$$

The series $U(t)=1+tK+\tfrac12t^2K^2+\dots$ may be differentiated term by term. At $t=0$ only the linear term contributes, which leaves $K$.

Lean takes the derivative of the matrix exponential as a whole, then composes it with the continuous linear map `L` that reads off one entry.

```lean
/-- For any real matrix `K`, the `a i` entry of `exp (tK)` has derivative `K a i` at `t = 0`. -/
theorem hasDerivAt_rotation (K : Matrix n n ℝ) (a i : n) :
    HasDerivAt (fun t : ℝ => (NormedSpace.exp (t • K)) a i) (K a i) 0 := by
  let : NormedRing (Matrix n n ℝ) := Matrix.linftyOpNormedRing
  let : NormedAlgebra ℝ (Matrix n n ℝ) := Matrix.linftyOpNormedAlgebra
  have h : HasDerivAt (fun t : ℝ => NormedSpace.exp (t • K)) K 0 := by
    have h0 := hasDerivAt_exp_smul_const (𝕂 := ℝ) (x := K) (t := 0)
    simp at h0
    exact h0
  -- reading off an entry is a continuous linear map
  let L : Matrix n n ℝ →ₗ[ℝ] ℝ :=
    { toFun := fun M => M a i, map_add' := fun _ _ => rfl, map_smul' := fun _ _ => rfl }
  exact (LinearMap.toContinuousLinearMap L).hasFDerivAt.comp_hasDerivAt (0 : ℝ) h
```

## (b) Slope of the self-repulsion sum

Let $S(t)$ be the self-repulsion sum of the integrals transformed by $U(t)$. Show that
$$S'(0)=4\sum_{a,i}K_{ai}\,g_{aiii}.$$

By definition $S(t)=\sum_i\sum_{abcd}U_{ai}U_{bi}U_{ci}U_{di}\,g_{abcd}$. The product rule differentiates one factor at a time, and the other three become Kronecker deltas because $U(0)=1$:
$$S'(0)=\sum_{a,i}K_{ai}\,(g_{aiii}+g_{iaii}+g_{iiai}+g_{iiia}).$$
Swapping the first two indices gives $g_{iaii}=g_{aiii}$. Exchanging the pairs gives $g_{iiai}=g_{aiii}$, and swapping the last two indices gives $g_{iiia}=g_{iiai}$. All four terms are equal.

In the proof, `h1` is the product rule with the deltas still in place, and `e2`, `e3` and `e4` are the three symmetry relations.

```lean
/-- Under the transformation `exp (tK)`, for any real `K`, the self-repulsion sum has derivative `4
∑ K a i (ai|ii)` at `t = 0`. -/
theorem hasDerivAt_selfRepulsion {g : n → n → n → n → ℝ} (hg : EightfoldSymmetric g)
    (K : Matrix n n ℝ) :
    HasDerivAt (fun t : ℝ => selfRepulsion (transform g (NormedSpace.exp (t • K))))
      (4 * ∑ a, ∑ i, K a i * g a i i i) 0 := by
  have hU := fun a i => hasDerivAt_rotation K a i
  -- the product rule, with `exp 0 = 1`
  have h1 : HasDerivAt (fun t : ℝ => selfRepulsion (transform g (NormedSpace.exp (t • K))))
      (∑ i, ∑ a, ∑ b, ∑ c, ∑ d,
        (((K a i * (1 : Matrix n n ℝ) b i + (1 : Matrix n n ℝ) a i * K b i)
          * (1 : Matrix n n ℝ) c i
          + (1 : Matrix n n ℝ) a i * (1 : Matrix n n ℝ) b i * K c i) * (1 : Matrix n n ℝ) d i
          + (1 : Matrix n n ℝ) a i * (1 : Matrix n n ℝ) b i * (1 : Matrix n n ℝ) c i * K d i)
          * g a b c d) 0 := by
    unfold selfRepulsion transform
    refine HasDerivAt.fun_sum fun i _ => HasDerivAt.fun_sum fun a _ =>
      HasDerivAt.fun_sum fun b _ => HasDerivAt.fun_sum fun c _ =>
      HasDerivAt.fun_sum fun d _ => ?_
    have h := ((((hU a i).fun_mul (hU b i)).fun_mul (hU c i)).fun_mul (hU d i)).mul_const
      (g a b c d)
    simpa only [zero_smul, NormedSpace.exp_zero] using h
  refine h1.congr_deriv ?_
  rw [Finset.sum_comm (f := fun a i => K a i * g a i i i), Finset.mul_sum]
  refine Finset.sum_congr rfl fun i _ => ?_
  -- the four terms agree by the symmetry of the integrals
  have e2 : ∀ a, g i a i i = g a i i i := fun a => hg.swap_left i a i i
  have e3 : ∀ a, g i i a i = g a i i i := fun a => hg.swap_pairs i i a i
  have e4 : ∀ a, g i i i a = g a i i i := fun a => (hg.swap_right i i i a).trans (e3 a)
  simp only [Matrix.one_apply, add_mul, mul_ite, ite_mul, mul_one, one_mul, mul_zero, zero_mul,
    Finset.sum_add_distrib, Finset.sum_ite_irrel, Finset.sum_const_zero, Finset.sum_ite_eq',
    Finset.mem_univ, if_true]
  simp only [e2, e3, e4]
  ring
```

## (c) The antisymmetric part of the slope

For antisymmetric $K$, show that
$$4\sum_{a,i}K_{ai}\,g_{aiii}=2\sum_{a,i}K_{ai}\,G_{ai}.$$

Renaming the summation indices and then using antisymmetry,
$$\sum_{a,i}K_{ai}\,g_{iaaa}=\sum_{a,i}K_{ia}\,g_{aiii}=-\sum_{a,i}K_{ai}\,g_{aiii}.$$
Hence $\sum_{a,i} K_{ai}G_{ai}=2\sum_{a,i} K_{ai}g_{aiii}$, and doubling gives the result. The renaming step is `hswap`; no symmetry of $g$ is used.

```lean
omit [DecidableEq n] in
/-- For antisymmetric `K` the sum `4 ∑ K a i (ai|ii)` is twice the entrywise pairing of `K` with the
matrix `(ai|ii) - (ia|aa)`. -/
theorem derivative_eq_pairing (g : n → n → n → n → ℝ) {K : Matrix n n ℝ} (hK : Kᵀ = -K) :
    4 * ∑ a, ∑ i, K a i * g a i i i = 2 * ∑ a, ∑ i, K a i * erGradient g a i := by
  have hK' : ∀ x y, K x y = -K y x := fun x y => by
    simpa [Matrix.transpose_apply, Matrix.neg_apply] using congrFun (congrFun hK y) x
  have hswap : ∑ a, ∑ i, K a i * g i a a a = -∑ a, ∑ i, K a i * g a i i i := by
    simp only [← Finset.sum_neg_distrib]
    refine Finset.sum_comm.trans
      (Finset.sum_congr rfl fun y _ => Finset.sum_congr rfl fun x _ => ?_)
    rw [hK' x y]
    ring
  simp only [erGradient, Matrix.of_apply, mul_sub, Finset.sum_sub_distrib]
  linarith
```

## (d) Stationarity in terms of integrals

Show that $S'(0)=0$ for every antisymmetric $K$ if and only if
$$g_{ijii}=g_{ijjj}\quad\text{for all }i,j.$$

The matrix $G$ is itself antisymmetric, so $K=G$ is an allowed choice. If the slope vanishes for every antisymmetric $K$, then (b) and (c) give $2\sum_{a,i}G_{ai}^2=0$, and every $G_{ij}$ is zero. Thus $g_{ijjj}=g_{jiii}=g_{ijii}$, the last step by swapping the first two indices. Conversely, the condition gives $g_{aiii}=g_{aiaa}=g_{iaaa}$, so $G=0$ and the slope vanishes by (c).

Lean obtains the sum of squares by comparing two derivatives of the same function, which must agree (`unique`). It then extracts the single entry from a vanishing sum of nonnegative terms.

```lean
/-- The self-repulsion sum is stationary under all orbital rotations `exp (tK)` with `K`
antisymmetric exactly when `(ij|ii) = (ij|jj)` for all pairs of orbitals. -/
theorem stationary_iff {g : n → n → n → n → ℝ} (hg : EightfoldSymmetric g) :
    (∀ K : Matrix n n ℝ, Kᵀ = -K →
      HasDerivAt (fun t : ℝ => selfRepulsion (transform g (NormedSpace.exp (t • K)))) 0 0) ↔
    ∀ i j, g i j i i = g i j j j := by
  constructor
  · intro h i j
    have hG : (erGradient g)ᵀ = -erGradient g := by
      ext a b
      simp [erGradient]
    -- rotate along the gradient itself: the derivative is a sum of squares
    have h0 := (hasDerivAt_selfRepulsion hg (erGradient g)).unique (h _ hG)
    rw [derivative_eq_pairing g hG] at h0
    have hs : ∑ a, ∑ b, erGradient g a b * erGradient g a b = 0 := by linarith
    have h1 := (Finset.sum_eq_zero_iff_of_nonneg (fun a _ =>
      Finset.sum_nonneg fun b _ => mul_self_nonneg (erGradient g a b))).mp hs i
      (Finset.mem_univ i)
    have h2 := (Finset.sum_eq_zero_iff_of_nonneg (fun b _ =>
      mul_self_nonneg (erGradient g i b))).mp h1 j (Finset.mem_univ j)
    have h3 : g i j j j - g j i i i = 0 := mul_self_eq_zero.mp h2
    linarith [hg.swap_left i j i i]
  · intro h K hK
    refine (hasDerivAt_selfRepulsion hg K).congr_deriv ?_
    rw [derivative_eq_pairing g hK]
    have hz : ∀ a i, erGradient g a i = 0 := fun a i => by
      change g a i i i - g i a a a = 0
      linarith [h a i, hg.swap_left a i a a]
    simp only [hz, mul_zero, Finset.sum_const_zero]
```

The symmetry of $g$ matters here. Take two orbitals, 0 and 1, and let $g_{0010}=1$ be the only nonzero entry. Then $g_{ijii}=g_{ijjj}=0$ whenever $i\neq j$, so the condition holds. Yet for $K_{10}=1=-K_{01}$ the sum is $S(t)=\tfrac14\sin 4t$, with slope 1 at $t=0$. The formula in (b) would give 0.

## (e) Orthogonality of the rotation

For antisymmetric $K$ and every real $t$, show that
$$U(t)\,U(t)^T=1.$$

Transposing the series gives $U(t)^T=\exp(tK^T)=\exp(-tK)$. Since $tK$ and $-tK$ commute, the product is $\exp(0)=1$.

```lean
/-- The rotation generated by an antisymmetric matrix is orthogonal. -/
theorem rotation_orthogonal {K : Matrix n n ℝ} (hK : Kᵀ = -K) (t : ℝ) :
    NormedSpace.exp (t • K) * (NormedSpace.exp (t • K))ᵀ = 1 := by
  rw [← Matrix.exp_transpose, Matrix.transpose_smul, hK, smul_neg,
    ← Matrix.exp_add_of_commute _ _ (Commute.refl (t • K)).neg_right, add_neg_cancel,
    NormedSpace.exp_zero]
```

## (f) Orbitals of maximal self-repulsion

Suppose that no orthogonal $U$ raises the sum: $S(g')\le S(g)$ whenever $UU^T=1$. Show that the orbitals satisfy the condition found in (d).

Fix an antisymmetric $K$. By (e) every $U(t)$ is orthogonal, and $U(0)=1$ returns the original integrals (`h0`). So $S(t)\le S(0)$ for all $t$, and a differentiable function has zero slope at a maximum. This holds for every such $K$, so (d) applies.

```lean
/-- If no orthogonal transformation of the orbitals raises the self-repulsion sum, then
`(ij|ii) = (ij|jj)` for all pairs of orbitals. -/
theorem localised_of_maximal {g : n → n → n → n → ℝ} (hg : EightfoldSymmetric g)
    (hmax : ∀ U : Matrix n n ℝ, U * Uᵀ = 1 → selfRepulsion (transform g U) ≤ selfRepulsion g)
    (i j : n) : g i j i i = g i j j j := by
  refine (stationary_iff hg).mp (fun K hK => ?_) i j
  have h0 : transform g (NormedSpace.exp ((0 : ℝ) • K)) = g := by
    rw [zero_smul, NormedSpace.exp_zero]
    ext p q r s
    simp only [transform, Matrix.one_apply, mul_ite, ite_mul, mul_one, one_mul, mul_zero,
      zero_mul, Finset.sum_ite_eq',
      Finset.mem_univ, if_true]
  have hloc : IsLocalMax
      (fun t : ℝ => selfRepulsion (transform g (NormedSpace.exp (t • K)))) 0 :=
    Filter.Eventually.of_forall fun t => by
      change _ ≤ selfRepulsion (transform g (NormedSpace.exp ((0 : ℝ) • K)))
      rw [h0]
      exact hmax _ (rotation_orthogonal hK t)
  have hd := hasDerivAt_selfRepulsion hg K
  exact hd.congr_deriv (hloc.hasDerivAt_eq_zero hd)
```

For a finite set of real orbitals, the size of $G$ thus gives a localisation program a first-order convergence test. Minima and saddle points pass it too, and the maximum is assumed here, not constructed.

## (g) A conserved Coulomb sum

For orthogonal $U$, show that
$$\sum_{i,j}g'_{iijj}=\sum_{i,j}g_{iijj}.$$

The sum over $i$ gives $\sum_iU_{ai}U_{bi}=(UU^T)_{ab}=\delta_{ab}$, and the sum over $j$ gives $\delta_{cd}$ likewise. What remains is $\sum_{a,c}g_{aacc}$. In Lean, `pull` reorders the sums and `h` supplies the deltas.

```lean
/-- The total Coulomb sum of `(ii|jj)` over all pairs of orbitals, self-repulsion included,
is unchanged by an orthogonal transformation. -/
theorem total_coulomb_invariant (g : n → n → n → n → ℝ) {U : Matrix n n ℝ}
    (hU : U * Uᵀ = 1) :
    ∑ i, ∑ j, transform g U i i j j = ∑ i, ∑ j, g i i j j := by
  have h : ∀ a b, ∑ i, U a i * U b i = (1 : Matrix n n ℝ) a b := fun a b => by
    rw [← hU, Matrix.mul_apply]
    rfl
  -- move an orbital sum inside the four basis sums
  have pull : ∀ F : n → n → n → n → n → ℝ, ∑ i, ∑ a, ∑ b, ∑ c, ∑ d, F i a b c d
      = ∑ a, ∑ b, ∑ c, ∑ d, ∑ i, F i a b c d := fun F => by
    refine Finset.sum_comm.trans (Finset.sum_congr rfl fun a _ => ?_)
    refine Finset.sum_comm.trans (Finset.sum_congr rfl fun b _ => ?_)
    refine Finset.sum_comm.trans (Finset.sum_congr rfl fun c _ => ?_)
    exact Finset.sum_comm
  calc ∑ i, ∑ j, transform g U i i j j
      = ∑ i, ∑ a, ∑ b, ∑ c, ∑ d, ∑ j, U a i * U b i * U c j * U d j * g a b c d :=
        Finset.sum_congr rfl fun i _ =>
          pull fun j a b c d => U a i * U b i * U c j * U d j * g a b c d
    _ = ∑ a, ∑ b, ∑ c, ∑ d, ∑ i, ∑ j, U a i * U b i * U c j * U d j * g a b c d :=
        pull fun i a b c d => ∑ j, U a i * U b i * U c j * U d j * g a b c d
    _ = ∑ a, ∑ b, ∑ c, ∑ d, (1 : Matrix n n ℝ) a b * (1 : Matrix n n ℝ) c d * g a b c d := by
        refine Finset.sum_congr rfl fun a _ => Finset.sum_congr rfl fun b _ =>
          Finset.sum_congr rfl fun c _ => Finset.sum_congr rfl fun d _ => ?_
        rw [← h a b, ← h c d, Finset.sum_mul_sum, Finset.sum_mul]
        refine Finset.sum_congr rfl fun i _ => ?_
        rw [Finset.sum_mul]
        exact Finset.sum_congr rfl fun j _ => by ring
    _ = ∑ i, ∑ j, g i i j j := by
        simp only [Matrix.one_apply, mul_ite, ite_mul, mul_one, one_mul, mul_zero, zero_mul,
          Finset.sum_ite_irrel, Finset.sum_const_zero, Finset.sum_ite_eq, Finset.mem_univ,
          if_true]
```

Raising the self-repulsion by an orthogonal rotation therefore lowers the repulsion between different orbitals, $\sum_{i\ne j}g_{iijj}$, by the same amount.

## (h) Symmetric integrals that are not stationary

Let $A=\begin{pmatrix}1&1\\1&0\end{pmatrix}$, with rows and columns numbered 0 and 1, and set $g_{ijkl}=A_{ij}A_{kl}$. Show that $g$ has the eightfold symmetry, but
$$g_{0100}\neq g_{0111}.$$

The swaps within a pair follow from $A=A^T$, and the exchange of pairs from commutativity of multiplication. Furthermore $g_{0100}=A_{01}A_{00}=1$, whereas $g_{0111}=A_{01}A_{11}=0$. The condition in (d) is therefore not a consequence of the eightfold symmetry. The array is only an algebraic example: it has $g_{1111}=0$, whereas the Coulomb self-repulsion of an actual orbital is positive.

```lean
/-- A two-orbital model array `A i j * A k l` built from one symmetric matrix `A`. -/
def modelIntegrals (i j k l : Fin 2) : ℝ :=
  (!![1, 1; 1, 0] : Matrix (Fin 2) (Fin 2) ℝ) i j * (!![1, 1; 1, 0] : Matrix _ _ ℝ) k l
```

The check follows the same two steps, with `hA` expressing the symmetry of $A$.

```lean
/-- The model array has the eightfold symmetry and violates `(ij|ii) = (ij|jj)` for its two
orbitals. -/
theorem eightfoldSymmetric_witness :
    EightfoldSymmetric modelIntegrals ∧ modelIntegrals 0 1 0 0 ≠ modelIntegrals 0 1 1 1 := by
  have hA : ∀ i j : Fin 2, (!![1, 1; 1, 0] : Matrix (Fin 2) (Fin 2) ℝ) i j
      = (!![1, 1; 1, 0] : Matrix (Fin 2) (Fin 2) ℝ) j i := by
    intro i j
    fin_cases i <;> fin_cases j <;> simp
  refine ⟨⟨fun i j k l => ?_, fun i j k l => ?_, fun i j k l => ?_⟩, ?_⟩
  · exact congrArg (· * _) (hA i j)
  · exact congrArg (_ * ·) (hA k l)
  · exact mul_comm _ _
  · simp [modelIntegrals]

end

end EdmistonRuedenberg
```

```lean
#print axioms EdmistonRuedenberg.localised_of_maximal
#print axioms EdmistonRuedenberg.total_coulomb_invariant
```

```
'EdmistonRuedenberg.localised_of_maximal' depends on axioms: [propext, Classical.choice, Quot.sound]
'EdmistonRuedenberg.total_coulomb_invariant' depends on axioms: [propext, Classical.choice, Quot.sound]
```
